# Deleted-atom determinants are proportional to squared NBMO coefficients when the non-bonding orbital is unique

To find how an unpaired electron in the non-bonding orbital of a Hückel radical is spread over the atoms, one can strike out each atom in turn, take the determinant of what is left, and divide by the sum of these determinants. No eigenvector is computed. With `A` the Hückel matrix measured from the non-bonding level, the step in NumPy is

```python
d = np.array([np.linalg.det(np.delete(np.delete(A, r, 0), r, 1))
              for r in range(len(A))])
density = d / d.sum()
```

The division is justified when $A$ is real and symmetric and has exactly one non-bonding molecular orbital (NBMO) up to a factor. The output is then the list of squared NBMO coefficients, which is the spin density of a singly occupied NBMO in this non-interacting model. If all entries of $A$ are integers, exact arithmetic gives these squares as exact fractions.

## A molecule with one non-bonding orbital

Label the atoms by a finite set $n$, with one basis orbital on each.

```lean
import Mathlib

open Matrix Finset

namespace NonBondingAdjugate

noncomputable section

variable {n : Type*} [Fintype n] [DecidableEq n]
```

Let $H$ be the Hückel matrix and $\alpha$ the energy of the non-bonding level, and put $A = H-\alpha 1$. A real vector $u$ is the unique normalised NBMO if

$$Au=0,\qquad \sum_i u_i^2=1,\qquad Av=0\ \Rightarrow\ v=tu\ \text{for some real } t .$$

These are the three fields of `IsUniqueNBMO`. The normalisation is that of an orthonormal atomic basis, so overlap between atoms is neglected. Uniqueness is assumed here; it is not derived from the shape of the molecule. The symmetry of $A$ enters separately, as `A.IsHermitian`, which for real matrices means $A^T=A$.

```lean
/-- The vector `u` is a normalised non-bonding orbital of `A`, and every non-bonding
orbital is a multiple of it. Energies are measured from the non-bonding level. -/
structure IsUniqueNBMO (A : Matrix n n ℝ) (u : n → ℝ) : Prop where
  nonbonding : A *ᵥ u = 0
  normalised : u ⬝ᵥ u = 1
  unique : ∀ v, A *ᵥ v = 0 → ∃ t : ℝ, v = t • u
```

Write $\lambda_i$ for the eigenvalues of $A$, listed with multiplicity. The constant of proportionality will be

$$c=\prod_{i:\ \lambda_i\neq 0}\lambda_i .$$

Despite the name `bondingProduct`, antibonding levels are included, and $c$ may be negative. For a single atom with $A=(0)$ the product is empty and $c=1$.

```lean
/-- The product of the nonzero orbital energies, counted with multiplicity. -/
def bondingProduct {A : Matrix n n ℝ} (hA : A.IsHermitian) : ℝ :=
  ∏ i ∈ univ.filter (fun i => hA.eigenvalues i ≠ 0), hA.eigenvalues i
```

Deleting atom $r$ removes row $r$ and column $r$ and leaves every other matrix element unchanged. For this the atoms are numbered $0,\dots,m$, and `r.succAbove` runs through the remaining labels in order.

```lean
/-- The matrix of the molecule with atom `r` removed. -/
def deleteAtom {m : ℕ} (A : Matrix (Fin (m + 1)) (Fin (m + 1)) ℝ) (r : Fin (m + 1)) :
    Matrix (Fin m) (Fin m) ℝ :=
  A.submatrix r.succAbove r.succAbove
```

## The trace of the adjugate in terms of orbital energies

Let $\Lambda$ be the diagonal matrix of the $\lambda_i$. The spectral theorem gives an orthogonal $U$ with $A=U\Lambda V$, where $V=U^T$. The rest of the argument needs only $VU=1$, so that is what the lemma records.

```lean
/-- A real symmetric matrix is brought to the diagonal matrix of its orbital energies
by an invertible change of basis. -/
theorem exists_diagonalisation {A : Matrix n n ℝ} (hA : A.IsHermitian) :
    ∃ U V : Matrix n n ℝ, V * U = 1 ∧ A = U * diagonal hA.eigenvalues * V := by
  refine ⟨hA.eigenvectorUnitary, star (hA.eigenvectorUnitary : Matrix n n ℝ),
    Unitary.coe_star_mul_self hA.eigenvectorUnitary, ?_⟩
  have h := hA.spectral_theorem
  simp only [Unitary.conjStarAlgAut_apply] at h
  exact h
```

The adjugate $\operatorname{adj}A$ is the transposed matrix of cofactors, and it reverses products: $\operatorname{adj}(XY)=\operatorname{adj}Y\,\operatorname{adj}X$. Together with the cyclic property of the trace this gives

$$\operatorname{tr}\operatorname{adj}A=\operatorname{tr}(\operatorname{adj}V\,\operatorname{adj}\Lambda\,\operatorname{adj}U)
=\operatorname{tr}(\operatorname{adj}\Lambda\,\operatorname{adj}(VU))=\operatorname{tr}\operatorname{adj}\Lambda .$$

The adjugate of a diagonal matrix is diagonal, with the product of the other entries in each place, so

$$\operatorname{tr}\operatorname{adj}A=\sum_i\prod_{j\ne i}\lambda_j .$$

The chain of rewrites in the proof follows these equalities from left to right.

```lean
/-- The trace of the adjugate is the sum, over all orbitals, of the product of the
energies of the other orbitals. -/
theorem trace_adjugate {A : Matrix n n ℝ} (hA : A.IsHermitian) :
    A.adjugate.trace = ∑ i, ∏ j ∈ univ.erase i, hA.eigenvalues j := by
  obtain ⟨U, V, hVU, hdec⟩ := exists_diagonalisation hA
  refine (congrArg (fun M : Matrix n n ℝ => M.adjugate.trace) hdec).trans ?_

  -- the adjugate reverses products, and the trace is cyclic
  rw [adjugate_mul_distrib, adjugate_mul_distrib, trace_mul_comm, mul_assoc,
    ← adjugate_mul_distrib, hVU, adjugate_one, mul_one, adjugate_diagonal, trace_diagonal]
```

## Exactly one orbital energy is zero

Since $u$ is normalised, it is not the zero vector. A nonzero vector with $Au=0$ forces $\det A=0$.

```lean
/-- A matrix with a unique normalised non-bonding orbital has zero determinant. -/
theorem IsUniqueNBMO.det_eq_zero {A : Matrix n n ℝ} {u : n → ℝ}
    (hu : IsUniqueNBMO A u) : A.det = 0 := by
  refine exists_mulVec_eq_zero_iff.mp ⟨u, ?_, hu.nonbonding⟩
  rintro rfl
  simpa using hu.normalised
```

Because $\det A=\prod_i\lambda_i=0$, some $\lambda_i$ vanishes. For a second one to be excluded, the one-dimensional kernel has to be compared with the list of eigenvalues. Let $e_i$ be the $i$-th unit vector. If $\lambda_i=0$, then

$$A(Ue_i)=U\Lambda e_i=0,$$

so $Ue_i=a\,u$ for some number $a$, and applying $V$ gives $e_i=a\,Vu$. This is the step called `key`. If $\lambda_j=0$ for some $j\neq i$ as well, then $e_j=b\,Vu$ for some number $b$. Reading off components,

$$1=a(Vu)_i,\qquad 0=a(Vu)_j,\qquad 1=b(Vu)_j .$$

The middle equation requires $a=0$ or $(Vu)_j=0$, which contradicts the first or the third equation respectively. These are `h1`, `h2` and `h3`, and the case split at the end treats the two possibilities.

```lean
/-- If the non-bonding orbital is unique, exactly one member of the list of orbital
energies is zero. -/
theorem exists_unique_zero_energy {A : Matrix n n ℝ} (hA : A.IsHermitian) {u : n → ℝ}
    (hu : IsUniqueNBMO A u) :
    ∃ i, hA.eigenvalues i = 0 ∧ ∀ j, hA.eigenvalues j = 0 → j = i := by
  obtain ⟨U, V, hVU, hdec⟩ := exists_diagonalisation hA
  have hAU : A * U = U * diagonal hA.eigenvalues := by
    have h := congrArg (fun M => M * U) hdec
    refine h.trans ?_

    rw [mul_assoc, hVU, mul_one]
  -- in the eigenbasis, each zero energy makes a basis vector a multiple of `V u`
  have key : ∀ i, hA.eigenvalues i = 0 →
      ∃ a : ℝ, (Pi.single i 1 : n → ℝ) = a • (V *ᵥ u) := by
    intro i hi
    obtain ⟨a, ha⟩ := hu.unique (U *ᵥ Pi.single i 1) (by
      rw [mulVec_mulVec, hAU, ← mulVec_mulVec, diagonal_mulVec_single, hi, zero_mul,
        Pi.single_zero, mulVec_zero])
    refine ⟨a, ?_⟩
    rw [← mulVec_smul, ← ha, mulVec_mulVec, hVU, one_mulVec]
  have hprod := hA.det_eq_prod_eigenvalues
  rw [hu.det_eq_zero] at hprod
  obtain ⟨i, -, hi⟩ := Finset.prod_eq_zero_iff.mp hprod.symm
  have hi' : hA.eigenvalues i = 0 := by simpa using hi
  refine ⟨i, hi', fun j hj => ?_⟩
  by_contra hne
  obtain ⟨a, ha⟩ := key i hi'
  obtain ⟨b, hb⟩ := key j hj
  have h1 : 1 = a * (V *ᵥ u) i := by simpa using congrFun ha i
  have h2 : (0 : ℝ) = a * (V *ᵥ u) j := by
    have h := congrFun ha j
    rwa [Pi.single_eq_of_ne hne, Pi.smul_apply, smul_eq_mul] at h
  have h3 : 1 = b * (V *ᵥ u) j := by simpa using congrFun hb j
  rcases mul_eq_zero.mp h2.symm with h | h
  · rw [h, zero_mul] at h1
    exact one_ne_zero h1
  · rw [h, mul_zero] at h3
    exact one_ne_zero h3
```

## Every column of the adjugate is a multiple of the NBMO

From $A\operatorname{adj}A=(\det A)\,1=0$, each column of $\operatorname{adj}A$ is annihilated by $A$ and is therefore a multiple of $u$. Call the factor of column $j$ $w_j$:

$$(\operatorname{adj}A)_{ij}=w_j u_i .$$

Since $A$ is symmetric, so is its adjugate, and hence $w_ju_i=w_iu_j$. Multiply by $u_i$ and sum over $i$:

$$w_j=w_j\sum_i u_i^2=\Big(\sum_i w_iu_i\Big)u_j=\operatorname{tr}(\operatorname{adj}A)\,u_j .$$

Substituting back gives $\operatorname{adj}A=\operatorname{tr}(\operatorname{adj}A)\,uu^T$. In Lean, `choose` collects the factors $w_j$ into one function, the `calc` block is the displayed line, and `vecMulVec u u` is $uu^T$.

```lean
/-- For a real symmetric matrix with a unique normalised non-bonding orbital `u`, the adjugate is
its own trace times `u uᵀ`. -/
theorem adjugate_eq_trace_smul {A : Matrix n n ℝ} (hA : A.IsHermitian) {u : n → ℝ}
    (hu : IsUniqueNBMO A u) : A.adjugate = A.adjugate.trace • vecMulVec u u := by
  have h0 : A * A.adjugate = 0 := by rw [mul_adjugate, hu.det_eq_zero, zero_smul]
  -- every column of the adjugate is a non-bonding vector
  have hcol : ∀ j, ∃ t : ℝ, (fun i => A.adjugate i j) = t • u := fun j =>
    hu.unique _ (funext fun i => congrFun (congrFun h0 i) j)
  choose w hw using hcol
  have hadj : ∀ i j, A.adjugate i j = w j * u i := fun i j => congrFun (hw j) i
  have hT : Aᵀ = A := by
    rw [← conjTranspose_eq_transpose_of_trivial]
    exact hA
  have hsymm : ∀ i j, w j * u i = w i * u j := by
    intro i j
    rw [← hadj, ← hadj]
    have h := congrFun (congrFun (adjugate_transpose A) j) i
    rw [hT] at h
    exact h
  have hnorm : ∑ i, u i * u i = 1 := hu.normalised
  -- symmetry and normalisation fix the column factors
  have hwj : ∀ j, w j = A.adjugate.trace * u j := by
    intro j
    calc w j = w j * ∑ i, u i * u i := by rw [hnorm, mul_one]
      _ = ∑ i, (w i * u i) * u j := by
        rw [Finset.mul_sum]
        refine Finset.sum_congr rfl fun i _ => ?_
        linear_combination u i * hsymm i j
      _ = A.adjugate.trace * u j := by
        rw [← Finset.sum_mul]
        congr 1
        exact Finset.sum_congr rfl fun i _ => (hadj i i).symm
  ext i j
  rw [hadj, hwj, Matrix.smul_apply, vecMulVec_apply, smul_eq_mul]
  ring
```

Now let $i$ be the one index with $\lambda_i=0$. In the trace formula, every term that omits some other index still contains $\lambda_i$ and vanishes. The surviving term is $\prod_{j\neq i}\lambda_j=c$, so

$$\operatorname{adj}A=c\,uu^T,\qquad c\neq0 .$$

The set equality `hset` identifies "all indices except $i$" with "all indices of nonzero energy". That $c\ne0$ is immediate, since every factor is nonzero.

```lean
/-- For a real symmetric matrix with a unique normalised non-bonding orbital `u`, the
adjugate is `c u uᵀ`, where `c` is the nonzero product of the nonzero orbital energies. -/
theorem adjugate_eq_bondingProduct_smul {A : Matrix n n ℝ} (hA : A.IsHermitian)
    {u : n → ℝ} (hu : IsUniqueNBMO A u) :
    A.adjugate = bondingProduct hA • vecMulVec u u ∧ bondingProduct hA ≠ 0 := by
  refine ⟨?_, Finset.prod_ne_zero_iff.mpr fun i hi => (Finset.mem_filter.mp hi).2⟩
  obtain ⟨i, hi, huniq⟩ := exists_unique_zero_energy hA hu
  have hset : univ.filter (fun j => hA.eigenvalues j ≠ 0) = univ.erase i := by
    ext j
    simp only [Finset.mem_filter, Finset.mem_univ, true_and, Finset.mem_erase, and_true]
    exact ⟨fun h hj => h (hj ▸ hi), fun h hj => h (huniq j hj)⟩
  -- only the term omitting the zero energy survives in the trace
  have htr : A.adjugate.trace = bondingProduct hA := by
    rw [trace_adjugate hA, bondingProduct, hset]
    refine Finset.sum_eq_single i (fun j _ hj => ?_) (fun h => absurd (mem_univ i) h)
    exact Finset.prod_eq_zero (Finset.mem_erase.mpr ⟨hj.symm, mem_univ i⟩) hi
  rw [← htr]
  exact adjugate_eq_trace_smul hA hu
```

The off-diagonal elements $c\,u_iu_j$ carry the relative signs that the squares lose: any column $j$ with $u_j\neq0$ is the NBMO itself, up to a factor.

## Reading the coefficients from smaller molecules

The diagonal element $(\operatorname{adj}A)_{rr}$ is the cofactor of position $(r,r)$. Its sign is $(-1)^{r+r}=1$, so it equals the determinant of the matrix without atom $r$. Writing $A_{(r)}$ for that matrix,

$$\det A_{(r)}=c\,u_r^2 .$$

```lean
/-- For a real symmetric matrix with a unique normalised non-bonding orbital, the determinant left
after deleting atom `r` is the product of the nonzero orbital energies times the squared non-bonding
coefficient on `r`. -/
theorem det_deleteAtom {m : ℕ} {A : Matrix (Fin (m + 1)) (Fin (m + 1)) ℝ}
    (hA : A.IsHermitian) {u : Fin (m + 1) → ℝ} (hu : IsUniqueNBMO A u) (r : Fin (m + 1)) :
    (deleteAtom A r).det = bondingProduct hA * u r ^ 2 := by
  have h := congrFun (congrFun (adjugate_eq_bondingProduct_smul hA hu).1 r) r
  rw [adjugate_fin_succ_eq_det_submatrix, Even.neg_one_pow ⟨_, rfl⟩, one_mul,
    Matrix.smul_apply, vecMulVec_apply, smul_eq_mul] at h
  rw [deleteAtom, h]
  ring
```

Summing over all atoms $s$ and using normalisation gives $\sum_s\det A_{(s)}=c$. The sum is therefore nonzero, and

$$u_r^2=\frac{\det A_{(r)}}{\sum_s\det A_{(s)}} .$$

The theorem states both parts, so under its hypotheses the recipe, carried out in exact arithmetic, never divides by zero. A common rescaling of all energies cancels in the ratio.

```lean
/-- For a real symmetric matrix with a unique normalised non-bonding orbital, the deleted-atom
determinants have a nonzero sum, and the squared non-bonding coefficient on atom `r` is the share of
atom `r` in that sum. -/
theorem sq_coefficient_eq_ratio {m : ℕ} {A : Matrix (Fin (m + 1)) (Fin (m + 1)) ℝ}
    (hA : A.IsHermitian) {u : Fin (m + 1) → ℝ} (hu : IsUniqueNBMO A u) (r : Fin (m + 1)) :
    ∑ s, (deleteAtom A s).det ≠ 0 ∧
      u r ^ 2 = (deleteAtom A r).det / ∑ s, (deleteAtom A s).det := by
  have hc := (adjugate_eq_bondingProduct_smul hA hu).2
  have hnorm : ∑ s, u s ^ 2 = 1 := by
    simp only [pow_two]
    exact hu.normalised
  have hsum : ∑ s, (deleteAtom A s).det = bondingProduct hA := by
    simp only [det_deleteAtom hA hu]
    rw [← Finset.mul_sum, hnorm, mul_one]
  rw [hsum, det_deleteAtom hA hu]
  exact ⟨hc, (mul_div_cancel_left₀ _ hc).symm⟩
```

Square cyclobutadiene shows what goes wrong without uniqueness. Its energies, in units of the resonance integral, are $2,0,0,-2$, so there are two independent NBMOs and $c=-4$. Deleting any atom leaves an allyl chain, whose determinant is zero. All four determinants vanish, their sum vanishes too, and they say nothing about the coefficients. In floating-point work, rounding can leave a small nonzero sum, and the division then returns meaningless numbers. Counting the eigenvalues of $A$ that vanish to within rounding tests the uniqueness hypothesis directly.

When the NBMO is unique, $c\neq0$ turns the determinant formula into a test for nodes:

$$u_r=0\iff\det A_{(r)}=0 .$$

In chemical terms, the NBMO has a node on atom $r$ exactly when the molecule without that atom has a non-bonding orbital of its own at the same energy.

```lean
/-- For a real symmetric matrix with a unique normalised non-bonding orbital, that orbital has a
node on atom `r` exactly when the molecule without atom `r` has zero determinant. -/
theorem node_iff_det_deleteAtom {m : ℕ} {A : Matrix (Fin (m + 1)) (Fin (m + 1)) ℝ}
    (hA : A.IsHermitian) {u : Fin (m + 1) → ℝ} (hu : IsUniqueNBMO A u) (r : Fin (m + 1)) :
    u r = 0 ↔ (deleteAtom A r).det = 0 := by
  rw [det_deleteAtom hA hu]
  simp [(adjugate_eq_bondingProduct_smul hA hu).2]
```

## The allyl chain

For three carbon atoms in a row, with energies measured from the carbon level and in units of the resonance integral,

$$A=\begin{pmatrix}0&1&0\\1&0&1\\0&1&0\end{pmatrix}.$$

```lean
/-- The Hückel matrix of the three-atom allyl chain, in units of the resonance integral. -/
def allyl : Matrix (Fin 3) (Fin 3) ℝ := !![0, 1, 0; 1, 0, 1; 0, 1, 0]
```

The equation $Av=0$ reads $v_1=0$ and $v_0+v_2=0$, so every solution is a multiple of

$$u=\left(\tfrac{\sqrt2}{2},\,0,\,-\tfrac{\sqrt2}{2}\right),$$

with factor $t=\sqrt2\,v_0$. The proof checks symmetry, the equation $Au=0$, the normalisation, and this factor component by component. The hypotheses of the general theorems are thus met by an actual Hückel matrix.

The determinants are quickly found. Removing an end atom leaves ethylene, with determinant $-1$; removing the middle atom leaves two isolated atoms, with determinant $0$. The sum is $-2=\sqrt2\cdot(-\sqrt2)$, the product of the two nonzero energies, and the ratios are $\tfrac12,0,\tfrac12$, in agreement with the squares of $u$.

```lean
/-- The allyl matrix is symmetric, and `(√2/2, 0, -√2/2)` is its unique normalised
non-bonding orbital up to a factor. -/
theorem allyl_witness :
    allyl.IsHermitian ∧ IsUniqueNBMO allyl ![√2 / 2, 0, -(√2 / 2)] := by
  have hs : √2 * √2 = (2 : ℝ) := Real.mul_self_sqrt (by norm_num)
  refine ⟨?_, ?_, ?_, ?_⟩
  · ext i j
    fin_cases i <;> fin_cases j <;> simp [allyl]
  · ext i
    fin_cases i <;> simp [allyl, mulVec, dotProduct, Fin.sum_univ_succ]
  · simp only [dotProduct, Fin.sum_univ_three, Matrix.cons_val]
    linear_combination hs / 2
  · intro v hv
    have h0 : v 1 = 0 := by
      simpa [allyl, mulVec, dotProduct, Fin.sum_univ_succ] using congrFun hv 0
    have h1 : v 0 + v 2 = 0 := by
      simpa [allyl, mulVec, dotProduct, Fin.sum_univ_succ] using congrFun hv 1
    refine ⟨√2 * v 0, funext fun i => ?_⟩
    fin_cases i
    · change v 0 = √2 * v 0 * (√2 / 2)
      linear_combination -(v 0 / 2) * hs
    · change v 1 = √2 * v 0 * 0
      rw [h0, mul_zero]
    · change v 2 = √2 * v 0 * -(√2 / 2)
      linear_combination h1 + (v 0 / 2) * hs

end

end NonBondingAdjugate
```

```lean
#print axioms NonBondingAdjugate.det_deleteAtom
#print axioms NonBondingAdjugate.sq_coefficient_eq_ratio
#print axioms NonBondingAdjugate.node_iff_det_deleteAtom
```

```
'NonBondingAdjugate.det_deleteAtom' depends on axioms: [propext, Classical.choice, Quot.sound]
'NonBondingAdjugate.sq_coefficient_eq_ratio' depends on axioms: [propext, Classical.choice, Quot.sound]
'NonBondingAdjugate.node_iff_det_deleteAtom' depends on axioms: [propext, Classical.choice, Quot.sound]
```
